# Truncating the series of $\sinh(x)/x$: relative error at most $x^{2n}/(2n+1)!$ for $x>0$

Let $F(x)=\sinh(x)/x$, and let $T_n(x)=\sum_{k<n}x^{2k}/(2k+1)!$ be the sum of the first $n$ terms of its power series. For every real $x>0$ and every natural number $n$,

$$0< F(x)-T_n(x)\le \frac{x^{2n}}{(2n+1)!}\,F(x).$$

The truncated series therefore always lies below the exact value, and its relative error is bounded by the first omitted term.

## An off-centre Gaussian seen from the core

A semilocal effective core potential acts on each angular momentum $l$ about its centre with a separate radial function $U_l(r)$. Take an $s$-type Gaussian with exponent $\alpha$, centred at distance $A>0$ from the core. At distance $r$ from the core, and at angle $\theta$ to the line joining the two centres, its value is

$$e^{-\alpha(r^2+A^2)}\,e^{2\alpha A r\cos\theta}.$$

The $l=0$ projector averages this over all directions. With $x=2\alpha A r$ and $u=\cos\theta$, the average of the second factor is

$$\frac12\int_{-1}^{1}e^{xu}\,du=\frac{\sinh x}{x}=F(x).$$

This is the modified spherical Bessel function of order zero. If both basis functions are off the core, the radial integrand contains a product of two such factors. The bound thus tells a program that evaluates these integrals by the series how many terms suffice, for the $l=0$ factor and with rounding errors left aside.

## The statement and its Lean counterparts

In the file, `radialBessel x` is $F(x)$, `besselTerm k x` is $t_k(x)=x^{2k}/(2k+1)!$, and `truncatedBessel n x` is $T_n(x)$. Since `Finset.range n` contains $0,\dots,n-1$, the index $n$ counts terms, and the highest power kept is $x^{2n-2}$ when $n\ge1$. For $n=0$ the truncation is zero and the upper bound holds with equality.

The main theorem is `truncation_error`. Its only hypothesis, `hx : 0 < x`, says that the dimensionless argument $2\alpha A r$ is positive: the Gaussian is off the core and the radius is not zero. Its conclusion joins the two inequalities above by `∧`.

Four further theorems accompany it. The last three are derived from it, while `constant_optimal` rests on the lower bound by the first omitted term:

- `constant_optimal`: if a constant $C$ satisfies $F(x)-T_n(x)\le C\,x^{2n}F(x)$ for all $x>0$, then $C\ge 1/(2n+1)!$.
- `relative_error_le`: if $X^{2n}/(2n+1)!\le\varepsilon$, then the relative error is at most $\varepsilon$ for every $x$ with $0<x\le X$.
- `product_error`: for $F(x)F(y)$ with $x,y>0$, truncated at orders $m$ and $n$, the error is positive and the two relative bounds add.
- `quadrature_error`: a finite radial sum with nonnegative weights inherits the upper bound at its outermost radius.

In the last theorem, `s` is the set of quadrature points, `r i` a radius, `R` an upper limit for the radii, and `κ` stands for $2\alpha A$. The weight `w i` can collect the quadrature weight, $r_i^2$, the Gaussian prefactors and the value of the potential. With a single Bessel factor, this describes an integral in which only one of two $s$ functions is off the core.

The theorems concern real numbers, not floating-point ones. They treat neither the Bessel functions of higher $l$ nor the error of the quadrature itself relative to the integral.

## Comparing the tail with the whole series

Dividing the series of $\sinh x$ by $x\neq0$ gives $F(x)=\sum_{k\ge0}t_k(x)$. Removing the first $n$ terms leaves

$$F(x)-T_n(x)=\sum_{k\ge0}t_{k+n}(x).$$

For $x>0$ every term is positive, so the sum is at least its first term:

$$F(x)-T_n(x)\ge t_n(x)=\frac{x^{2n}}{(2n+1)!}>0.$$

The upper bound needs the factorial inequality

$$(2n+1)!\,(2k+1)!\le(2(k+n)+1)!.$$

It follows by induction on $k$. At $k=0$ both sides are $(2n+1)!$. In the step from $k$ to $k+1$, the left side is multiplied by $(2k+3)(2k+2)$ and the right side by $(2(k+n)+3)(2(k+n)+2)$, which is at least as large.

Consequently

$$t_{k+n}(x)=\frac{x^{2n}x^{2k}}{(2(k+n)+1)!}\le\frac{x^{2n}}{(2n+1)!}\,t_k(x).$$

Summing over $k$ turns the left side into the error and the right side into $x^{2n}F(x)/(2n+1)!$.

## The best constant, from small arguments

Suppose that $F(x)-T_n(x)\le C\,x^{2n}F(x)$ for all $x>0$. Together with the lower bound this gives

$$\frac{x^{2n}}{(2n+1)!}\le C\,x^{2n}F(x),\qquad\text{so}\qquad \frac1{(2n+1)!}\le C\,F(x).$$

As $x\to0^+$, $F(x)$ tends to the derivative of $\sinh$ at zero, which is $\cosh 0=1$. Hence $1/(2n+1)!\le C$.

## Tolerances, products and radial sums

Since $F(x)>0$, dividing the main bound by $F(x)$ bounds the relative error by $x^{2n}/(2n+1)!$. For $0<x\le X$ this is at most $X^{2n}/(2n+1)!$, so the largest argument decides the order for the whole interval.

For a product, write $E_m(x)=F(x)-T_m(x)$ and $E_n(y)=F(y)-T_n(y)$. Replacing one factor at a time gives

$$F(x)F(y)-T_m(x)T_n(y)=E_m(x)F(y)+T_m(x)E_n(y).$$

The first summand is positive and the second nonnegative, so the error is positive. The same error also equals

$$E_m(x)F(y)+F(x)E_n(y)-E_m(x)E_n(y).$$

Dropping the last, negative contribution and applying the main bound to each error gives

$$F(x)F(y)-T_m(x)T_n(y)\le\left(\frac{x^{2m}}{(2m+1)!}+\frac{y^{2n}}{(2n+1)!}\right)F(x)F(y).$$

For a radial sum, each point satisfies $0<\kappa r_i\le\kappa R$, hence

$$F(\kappa r_i)-T_n(\kappa r_i)\le\frac{(\kappa R)^{2n}}{(2n+1)!}F(\kappa r_i).$$

Multiplying by $w_i\ge0$ and summing over $i$ gives the quadrature bound.

## Four terms at $x=2$

Let the largest argument be $X=2$ and the tolerance $\varepsilon=10^{-3}$. Three terms give the bound $2^6/7!=64/5040\approx0.0127$, which is too large. Four terms give $2^8/9!=256/362880\approx0.000705$, which is small enough.

At $x=2$ the truncated series is

$$T_4(2)=1+\frac46+\frac{16}{120}+\frac{64}{5040}\approx1.812698,$$

while $F(2)=\sinh(2)/2\approx1.813430$. The error is about $0.000732$. It lies between the first omitted term, $0.000705$, and the upper bound, $0.000705\times1.813430\approx0.001279$. The relative error is about $0.00040$.

## Weights of mixed sign break the quadrature bound

Some condition on the signs of the weights is needed in `quadrature_error`. Take $\kappa=1$, $n=1$, $R=2$, the radii $2$ and $1$, and the weights $1$ and $-\cosh1$. Since $\sinh2=2\sinh1\cosh1$, the exact sum is

$$F(2)-\cosh(1)\,F(1)=\sinh1\cosh1-\cosh1\sinh1=0.$$

The claimed upper bound is therefore zero. But $T_1=1$ at both points, so the truncated sum is $1-\cosh1$, and the error is $\cosh1-1\approx0.543$. Weights of this kind can arise from a potential that changes sign with $r$: the exact contributions cancel, and the truncation errors need not.

## The complete Lean source

```lean
import Mathlib

open Filter Topology
open scoped Nat

namespace BesselTruncation

noncomputable section

/-- The radial Bessel factor of order zero, `sinh x / x`, for `x ≠ 0`. -/
def radialBessel (x : ℝ) : ℝ := Real.sinh x / x

/-- The term `x^(2k) / (2k+1)!` of the power series of the radial Bessel factor. -/
def besselTerm (k : ℕ) (x : ℝ) : ℝ := x ^ (2 * k) / ((2 * k + 1)! : ℝ)

/-- The truncated Bessel series: the sum of the first `n` terms. -/
def truncatedBessel (n : ℕ) (x : ℝ) : ℝ := ∑ k ∈ Finset.range n, besselTerm k x

/-- The radial Bessel factor is positive for positive argument. -/
lemma radialBessel_pos {x : ℝ} (hx : 0 < x) : 0 < radialBessel x :=
  div_pos (Real.sinh_pos_iff.mpr hx) hx

/-- For nonzero argument the power series sums to the radial Bessel factor. -/
theorem hasSum_radialBessel {x : ℝ} (hx : x ≠ 0) :
    HasSum (fun k => besselTerm k x) (radialBessel x) := by
  have h := (Real.hasSum_sinh x).div_const x
  have e : (fun k => besselTerm k x) =
      fun k : ℕ => x ^ (2 * k + 1) / ((2 * k + 1)! : ℝ) / x := by
    funext k
    have hf : ((2 * k + 1)! : ℝ) ≠ 0 := by positivity
    unfold besselTerm
    rw [pow_succ]
    field_simp
  rw [e]
  exact h

/-- The truncation error at nonzero argument is the sum of all omitted terms. -/
theorem hasSum_error (n : ℕ) {x : ℝ} (hx : x ≠ 0) :
    HasSum (fun k => besselTerm (k + n) x) (radialBessel x - truncatedBessel n x) :=
  (hasSum_nat_add_iff' n).mpr (hasSum_radialBessel hx)

/-- The factorial inequality that compares omitted terms with the full series. -/
lemma factorial_mul_le (n k : ℕ) :
    (2 * n + 1)! * (2 * k + 1)! ≤ (2 * (k + n) + 1)! := by
  induction k with
  | zero => simp
  | succ k ih =>
    have h1 : (2 * (k + 1) + 1)! = (2 * k + 3) * ((2 * k + 2) * (2 * k + 1)!) := by
      rw [show 2 * (k + 1) + 1 = (2 * k + 1) + 1 + 1 by ring,
        Nat.factorial_succ, Nat.factorial_succ]
    have h2 : (2 * (k + 1 + n) + 1)! =
        (2 * (k + n) + 3) * ((2 * (k + n) + 2) * (2 * (k + n) + 1)!) := by
      rw [show 2 * (k + 1 + n) + 1 = (2 * (k + n) + 1) + 1 + 1 by ring,
        Nat.factorial_succ, Nat.factorial_succ]
    rw [h1, h2]
    calc (2 * n + 1)! * ((2 * k + 3) * ((2 * k + 2) * (2 * k + 1)!))
        = (2 * k + 3) * ((2 * k + 2) * ((2 * n + 1)! * (2 * k + 1)!)) := by ring
      _ ≤ (2 * (k + n) + 3) * ((2 * (k + n) + 2) * (2 * (k + n) + 1)!) :=
          Nat.mul_le_mul (by omega) (Nat.mul_le_mul (by omega) ih)

/-- For positive argument the truncation error is at least the first omitted term. -/
theorem first_omitted_le_error (n : ℕ) {x : ℝ} (hx : 0 < x) :
    besselTerm n x ≤ radialBessel x - truncatedBessel n x := by
  have h := le_hasSum (hasSum_error n hx.ne') 0
    (fun j _ => by unfold besselTerm; positivity)
  simpa using h

/-- For `x > 0` the error of the Bessel series cut after `n` terms is positive and at most
`x^(2n) / (2n+1)!` times the exact radial Bessel factor. -/
theorem truncation_error (n : ℕ) {x : ℝ} (hx : 0 < x) :
    0 < radialBessel x - truncatedBessel n x ∧
      radialBessel x - truncatedBessel n x ≤
        x ^ (2 * n) / ((2 * n + 1)! : ℝ) * radialBessel x := by
  constructor
  · have h0 : 0 < besselTerm n x := by unfold besselTerm; positivity
    exact h0.trans_le (first_omitted_le_error n hx)
  · -- compare the tail with the full series, term by term
    refine hasSum_le (fun k => ?_) (hasSum_error n hx.ne')
      ((hasSum_radialBessel hx.ne').mul_left _)
    have hf : ((2 * n + 1)! : ℝ) * ((2 * k + 1)! : ℝ) ≤ ((2 * (k + n) + 1)! : ℝ) := by
      exact_mod_cast factorial_mul_le n k
    unfold besselTerm
    rw [div_mul_div_comm, ← pow_add, show 2 * n + 2 * k = 2 * (k + n) by ring]
    exact div_le_div_of_nonneg_left (by positivity) (by positivity) hf

/-- The constant `1 / (2n+1)!` is optimal: no smaller `C` bounds the error by
`C x^(2n)` times the radial Bessel factor for all `x > 0`. -/
theorem constant_optimal (n : ℕ) (C : ℝ)
    (hC : ∀ x : ℝ, 0 < x →
      radialBessel x - truncatedBessel n x ≤ C * x ^ (2 * n) * radialBessel x) :
    1 / ((2 * n + 1)! : ℝ) ≤ C := by
  -- the Bessel factor tends to one at the origin
  have lim : Tendsto radialBessel (𝓝[>] 0) (𝓝 1) := by
    have h := hasDerivAt_iff_tendsto_slope.mp (Real.hasDerivAt_sinh 0)
    have e : slope Real.sinh 0 = radialBessel := by
      funext x
      simp [slope_def_field, radialBessel]
    rw [e, Real.cosh_zero] at h
    exact h.mono_left (nhdsWithin_mono _ (fun x hx => (Set.mem_Ioi.mp hx).ne'))
  have lim2 := lim.const_mul C
  rw [mul_one] at lim2
  refine ge_of_tendsto lim2 ?_
  filter_upwards [self_mem_nhdsWithin] with x hx
  have hx0 : 0 < x := hx
  have h := (first_omitted_le_error n hx0).trans (hC x hx0)
  have hp : 0 < x ^ (2 * n) := by positivity
  refine le_of_mul_le_mul_left ?_ hp
  calc x ^ (2 * n) * (1 / ((2 * n + 1)! : ℝ)) = besselTerm n x := by
        unfold besselTerm; ring
    _ ≤ C * x ^ (2 * n) * radialBessel x := h
    _ = x ^ (2 * n) * (C * radialBessel x) := by ring

/-- If `X^(2n) / (2n+1)!` is at most `ε`, then `n` terms give the radial Bessel factor
with relative error at most `ε` for every argument in `(0, X]`. -/
theorem relative_error_le (n : ℕ) {x X ε : ℝ} (hx : 0 < x) (hX : x ≤ X)
    (hε : X ^ (2 * n) / ((2 * n + 1)! : ℝ) ≤ ε) :
    (radialBessel x - truncatedBessel n x) / radialBessel x ≤ ε := by
  rw [div_le_iff₀ (radialBessel_pos hx)]
  refine (truncation_error n hx).2.trans
    (mul_le_mul_of_nonneg_right (le_trans ?_ hε) (radialBessel_pos hx).le)
  gcongr

/-- For a product of two radial Bessel factors with positive arguments, truncated at orders
`m` and `n`, the error is positive and the two relative error bounds add. -/
theorem product_error (m n : ℕ) {x y : ℝ} (hx : 0 < x) (hy : 0 < y) :
    0 < radialBessel x * radialBessel y - truncatedBessel m x * truncatedBessel n y ∧
      radialBessel x * radialBessel y - truncatedBessel m x * truncatedBessel n y ≤
        (x ^ (2 * m) / ((2 * m + 1)! : ℝ) + y ^ (2 * n) / ((2 * n + 1)! : ℝ)) *
          (radialBessel x * radialBessel y) := by
  obtain ⟨hx1, hx2⟩ := truncation_error m hx
  obtain ⟨hy1, hy2⟩ := truncation_error n hy
  have bx := radialBessel_pos hx
  have hy0 := radialBessel_pos hy
  have ht : 0 ≤ truncatedBessel m x :=
    Finset.sum_nonneg (fun k _ => by unfold besselTerm; positivity)
  -- replace one factor at a time
  have p1 := mul_pos hx1 hy0
  have p2 := mul_nonneg ht hy1.le
  have q1 := mul_le_mul_of_nonneg_right hx2 hy0.le
  have q2 := mul_le_mul_of_nonneg_left hy2 bx.le
  have q3 := mul_pos hx1 hy1
  constructor
  · linarith
  · linarith

/-- A radial quadrature with nonnegative weights and radii in `(0, R]`, applied to the Bessel
factor of `κ r` with `κ > 0`, has a truncation error of at most `(κR)^(2n) / (2n+1)!` times
the quadrature of the exact factor. -/
theorem quadrature_error {ι : Type*} (s : Finset ι) (w r : ι → ℝ) (n : ℕ) {κ R : ℝ}
    (hκ : 0 < κ) (hw : ∀ i ∈ s, 0 ≤ w i) (hr : ∀ i ∈ s, 0 < r i ∧ r i ≤ R) :
    ∑ i ∈ s, w i * radialBessel (κ * r i) - ∑ i ∈ s, w i * truncatedBessel n (κ * r i) ≤
      (κ * R) ^ (2 * n) / ((2 * n + 1)! : ℝ) * ∑ i ∈ s, w i * radialBessel (κ * r i) := by
  rw [← Finset.sum_sub_distrib, Finset.mul_sum]
  refine Finset.sum_le_sum (fun i hi => ?_)
  have hpos : 0 < κ * r i := mul_pos hκ (hr i hi).1
  have hle : κ * r i ≤ κ * R := mul_le_mul_of_nonneg_left (hr i hi).2 hκ.le
  have h := relative_error_le n hpos hle le_rfl
  rw [div_le_iff₀ (radialBessel_pos hpos)] at h
  have h2 := mul_le_mul_of_nonneg_left h (hw i hi)
  linarith

end

end BesselTruncation
```

```lean
#print axioms BesselTruncation.constant_optimal
#print axioms BesselTruncation.relative_error_le
#print axioms BesselTruncation.product_error
#print axioms BesselTruncation.quadrature_error
```

```
'BesselTruncation.constant_optimal' depends on axioms: [propext, Classical.choice, Quot.sound]
'BesselTruncation.relative_error_le' depends on axioms: [propext, Classical.choice, Quot.sound]
'BesselTruncation.product_error' depends on axioms: [propext, Classical.choice, Quot.sound]
'BesselTruncation.quadrature_error' depends on axioms: [propext, Classical.choice, Quot.sound]
```

## How Lean obtains the two-sided bound

`hasSum_radialBessel` takes Mathlib's series for $\sinh$, divides it by $x$, and identifies the resulting terms with `besselTerm`. `HasSum` means that the series converges to the stated value. `hasSum_error` removes the first $n$ terms through `hasSum_nat_add_iff'`, which gives the tail with the shifted index `k + n`.

`factorial_mul_le` is the induction on $k$. The equations `h1` and `h2` split two factors off each factorial, and the final `calc` multiplies the induction hypothesis `ih` by the comparison of these factors.

`first_omitted_le_error` applies `le_hasSum` at index 0: a sum of nonnegative terms is at least any one of them. In `truncation_error`, positivity comes from this lemma. For the upper bound, `hasSum_le` compares two convergent series term by term, namely the tail and the full series multiplied by a constant. What remains is the inequality for a single $k$. There the powers are combined, and `div_le_div_of_nonneg_left` uses the fact that a larger denominator gives a smaller fraction.

## How Lean obtains the limit and the applications

In `constant_optimal`, the slope of $\sinh$ between $0$ and $x$ is recognised as `radialBessel x`, so the derivative at zero supplies the limit `lim`. The notation `𝓝[>] 0` restricts the approach to positive $x$. After multiplication by $C$, `ge_of_tendsto` carries the inequality to the limit; the closing `calc` establishes it at each positive $x$ after cancelling $x^{2n}$.

`relative_error_le` clears the denominator using `radialBessel_pos`, applies the main theorem, and leaves the comparison of $x^{2n}$ with $X^{2n}$ to `gcongr`.

In `product_error`, `p1` and `p2` are the signs of the two summands in the first decomposition. The facts `q1` and `q2` bound the two single-factor errors, and `q3` says that the product of the errors is positive. `linarith` combines them as in the two decompositions above.

`quadrature_error` writes the difference of the sums as one sum and reduces the claim to a single point with `Finset.sum_le_sum`. There it calls `relative_error_le` with $\varepsilon$ equal to the bound at $\kappa R$, which is why `le_rfl` suffices for the tolerance hypothesis, and multiplies the result by the nonnegative weight.
